# Thermal correlations of the nonempty interacting clusters in a finite spin model fix their interactions at a given positive temperature

The interactions in a lattice model of a binary alloy can be obtained by adjusting them until the model reproduces given correlations at one temperature. If two different sets of interactions gave the same correlations, the data could not decide between them, and the two fitted models could assign different energies to the same ordered structure. For a finite lattice in which only nonempty clusters carry an interaction, this ambiguity is absent when the correlations of all those clusters are known exactly at a given positive temperature, as thermal averages over all configurations, with the composition free to vary. This bears on fitting cluster expansions to correlation data, for a finite cell and a fixed list of clusters.

## Spins, clusters and the Boltzmann average

Take $N$ sites, each occupied by one of two species. The sites are the elements of a finite type `ι`, with no geometry attached, so any lattice, dimension or boundary condition is allowed.

In Lean 4 with Mathlib:

```lean
import Mathlib

open Finset

namespace ClusterCorrelations

noncomputable section

variable {ι : Type*} [Fintype ι] [DecidableEq ι]
```

A configuration $\sigma$ is a function `ι → Bool`, which says which species sits on each site. The spin $s_i=\pm1$ is read off from it.

```lean
/-- The value `+1` or `-1` of a spin. -/
def spin (b : Bool) : ℝ := if b then 1 else -1
```

A cluster is a set $S$ of sites, and its cluster function is

$$\Phi_S(\sigma)=\prod_{i\in S}s_i .$$

In the code the name `cluster` stands for this function, while the cluster itself is the finite set `S`. The empty product gives $\Phi_\emptyset=1$.

```lean
/-- The cluster function: the product of the spins on the sites of `S`. -/
def cluster (S : Finset ι) (σ : ι → Bool) : ℝ := ∏ i ∈ S, spin (σ i)
```

Let $F$ be a finite family of clusters. Since `F` is a set, its members are automatically distinct. With interactions $J_S$, the energy is

$$E_J(\sigma)=-\sum_{S\in F}J_S\,\Phi_S(\sigma).$$

The minus sign is the Ising convention; many alloy cluster expansions use a plus sign. Each set of sites has its own interaction, and symmetry-equivalent clusters are described by giving them equal values of $J$. The function `J` is defined on all clusters, but only its values on `F` enter. A second interaction vector `K` will be compared with it.

```lean
variable (F : Finset (Finset ι)) (J K : Finset ι → ℝ) (T : ℝ)

/-- The cluster-expansion energy with interactions `J S` for the clusters `S` in `F`. -/
def energy (σ : ι → Bool) : ℝ := -∑ S ∈ F, J S * cluster S σ
```

The temperature $T$ is measured in energy units, with $k_B=1$. The partition function is $Z_J=\sum_\sigma e^{-E_J(\sigma)/T}$.

```lean
/-- The partition function at temperature `T ≠ 0`, with Boltzmann's constant set to one. -/
def partitionFunction : ℝ := ∑ σ : ι → Bool, Real.exp (-energy F J σ / T)
```

The Boltzmann probability is $p_J(\sigma)=e^{-E_J(\sigma)/T}/Z_J$.

```lean
/-- The Boltzmann probability of a configuration at temperature `T ≠ 0`. -/
def boltzmann (σ : ι → Bool) : ℝ :=
  Real.exp (-energy F J σ / T) / partitionFunction F J T
```

The correlation of $S$ is the thermal average $\langle\Phi_S\rangle_J=\sum_\sigma p_J(\sigma)\Phi_S(\sigma)$. It is the full average of the product, with no product of lower averages subtracted. For a single site it is the mean spin.

```lean
/-- The correlation of the cluster `S`: the Boltzmann average of its cluster function at
temperature `T ≠ 0`. -/
def correlation (S : Finset ι) : ℝ := ∑ σ, boltzmann F J T σ * cluster S σ
```

## Orthogonality of the cluster functions

For two clusters $S$ and $R$, the sum over configurations factorises over the sites:

$$\sum_\sigma\Phi_S(\sigma)\Phi_R(\sigma)=\prod_i\ \sum_{s_i=\pm1}g_i(s_i).$$

Here $g_i(s_i)$ is $s_i^2=1$ if $i$ lies in both clusters, $1$ if it lies in neither, and $s_i$ if it lies in exactly one. The site sum is therefore $2$ in the first two cases and $0$ in the third. If $S=R$, every factor is $2$ and the result is $2^N$. If $S\neq R$, some site lies in exactly one of them, and the product vanishes.

In the proof, `hg` writes the product of cluster functions site by site, `hfac` is the factorisation, and `hsite` evaluates the site sums by the four cases of membership.

```lean
/-- Cluster functions of different clusters are orthogonal under the sum over all
configurations, and each has squared norm equal to the number of configurations. -/
theorem cluster_orthogonality (S R : Finset ι) :
    ∑ σ : ι → Bool, cluster S σ * cluster R σ =
      if S = R then (2 : ℝ) ^ Fintype.card ι else 0 := by
  let g : ι → Bool → ℝ := fun i b =>
    (if i ∈ S then spin b else 1) * (if i ∈ R then spin b else 1)
  have hg : ∀ σ : ι → Bool, cluster S σ * cluster R σ = ∏ i, g i (σ i) := by
    intro σ
    simp only [g, cluster, prod_mul_distrib, prod_ite_mem, univ_inter]
  -- the sum over configurations factorises over the sites
  have hfac : ∑ σ : ι → Bool, ∏ i, g i (σ i) = ∏ i, ∑ b, g i b := by
    rw [Finset.prod_univ_sum, Fintype.piFinset_univ]
  have hsite : ∀ i, ∑ b, g i b = if (i ∈ S ↔ i ∈ R) then 2 else 0 := by
    intro i
    by_cases h1 : i ∈ S <;> by_cases h2 : i ∈ R <;> norm_num [g, spin, h1, h2]
  rw [sum_congr rfl (fun σ _ => hg σ), hfac, prod_congr rfl (fun i _ => hsite i)]
  by_cases h : S = R
  · subst h
    simp
  · rw [if_neg h]
    obtain ⟨i, hi⟩ : ∃ i, ¬(i ∈ S ↔ i ∈ R) := by
      by_contra hc
      exact h (Finset.ext fun i => not_not.mp fun hi => hc ⟨i, hi⟩)
    exact prod_eq_zero (mem_univ i) (if_neg hi)
```

## Positive, normalised probabilities

The partition function is a sum of exponentials over at least one configuration, so $Z_J>0$.

```lean
/-- The partition function is positive. -/
theorem partitionFunction_pos : 0 < partitionFunction F J T :=
  sum_pos (fun _ _ => Real.exp_pos _) univ_nonempty
```

Each probability is a ratio of positive numbers, so $p_J(\sigma)>0$ and its logarithm can be taken safely.

```lean
/-- Every configuration has positive Boltzmann probability. -/
theorem boltzmann_pos (σ : ι → Bool) : 0 < boltzmann F J T σ :=
  div_pos (Real.exp_pos _) (partitionFunction_pos F J T)
```

Dividing the sum of the Boltzmann factors by $Z_J$ gives $\sum_\sigma p_J(\sigma)=1$.

```lean
/-- The Boltzmann probabilities sum to one. -/
theorem boltzmann_sum : ∑ σ, boltzmann F J T σ = 1 := by
  unfold boltzmann
  rw [← Finset.sum_div]
  exact div_self (partitionFunction_pos F J T).ne'
```

Since $\Phi_\emptyset=1$, normalisation also gives $\langle\Phi_\emptyset\rangle_J=1$ for every $J$. The empty cluster's correlation carries no information. Its interaction only shifts the zero of energy, which multiplies all Boltzmann factors and $Z_J$ by the same number and leaves $p_J$ as it was. Uniqueness therefore fails for any family that contains the empty cluster. The code records the value of the correlation.

```lean
/-- The correlation of the empty cluster is one, whatever the interactions. -/
theorem correlation_empty : correlation F J T ∅ = 1 := by
  simp [correlation, cluster, boltzmann_sum]
```

## From log-probabilities to interactions

From $\ln p_J=-E_J/T-\ln Z_J$, and the same for $K$,

$$T\,[\ln p_J(\sigma)-\ln p_K(\sigma)]=\sum_{S\in F}(J_S-K_S)\,\Phi_S(\sigma)+c,\qquad c=T(\ln Z_K-\ln Z_J).$$

The constant $c$ does not depend on $\sigma$, which is what the order of the quantifiers `∃ c, ∀ σ` expresses. The proof supplies this $c$, expands the logarithms of the quotients, and cancels $T$ against $1/T$.

```lean
variable {F J K T}

/-- At positive temperature, `T` times the difference of two log-probabilities is the cluster
expansion of the interaction difference, up to a constant. -/
theorem log_boltzmann_sub (hT : 0 < T) : ∃ c, ∀ σ,
    T * (Real.log (boltzmann F J T σ) - Real.log (boltzmann F K T σ)) =
      ∑ S ∈ F, (J S - K S) * cluster S σ + c := by
  refine ⟨T * (Real.log (partitionFunction F K T) - Real.log (partitionFunction F J T)),
    fun σ => ?_⟩
  have h : T * T⁻¹ = 1 := mul_inv_cancel₀ hT.ne'
  unfold boltzmann
  rw [Real.log_div (Real.exp_ne_zero _) (partitionFunction_pos F J T).ne',
    Real.log_div (Real.exp_ne_zero _) (partitionFunction_pos F K T).ne',
    Real.log_exp, Real.log_exp]
  simp only [energy, sub_mul, sum_sub_distrib]
  linear_combination (∑ S ∈ F, J S * cluster S σ - ∑ S ∈ F, K S * cluster S σ) * h
```

Now multiply by $p_J(\sigma)-p_K(\sigma)$ and sum over configurations. The constant contributes $c(1-1)=0$. Exchanging the two sums in what remains gives

$$T\sum_\sigma(p_J-p_K)(\ln p_J-\ln p_K)=\sum_{S\in F}(J_S-K_S)\big(\langle\Phi_S\rangle_J-\langle\Phi_S\rangle_K\big).$$

The sum on the left is the relative entropy of $p_J$ with respect to $p_K$ plus that of $p_K$ with respect to $p_J$. In the proof, `h` is the identity for one configuration, the two uses of `boltzmann_sum` remove the constant, and `sum_comm` exchanges the sums.

```lean
/-- At positive temperature, `T` times the symmetrised relative entropy of two Boltzmann
distributions is the sum over clusters of interaction difference times correlation difference. -/
theorem symmetrised_relative_entropy (hT : 0 < T) :
    T * ∑ σ, (boltzmann F J T σ - boltzmann F K T σ) *
        (Real.log (boltzmann F J T σ) - Real.log (boltzmann F K T σ)) =
      ∑ S ∈ F, (J S - K S) * (correlation F J T S - correlation F K T S) := by
  obtain ⟨c, hc⟩ := log_boltzmann_sub (F := F) (J := J) (K := K) hT
  have h : ∀ σ, T * ((boltzmann F J T σ - boltzmann F K T σ) *
      (Real.log (boltzmann F J T σ) - Real.log (boltzmann F K T σ))) =
      (boltzmann F J T σ - boltzmann F K T σ) * (∑ S ∈ F, (J S - K S) * cluster S σ) +
        (boltzmann F J T σ * c - boltzmann F K T σ * c) := fun σ => by
    linear_combination (boltzmann F J T σ - boltzmann F K T σ) * hc σ
  -- the constant drops out because both distributions are normalised
  rw [mul_sum, sum_congr rfl (fun σ _ => h σ), sum_add_distrib, sum_sub_distrib,
    ← sum_mul, ← sum_mul, boltzmann_sum, boltzmann_sum, sub_self, add_zero]
  simp_rw [mul_sum]
  rw [sum_comm]
  refine sum_congr rfl fun S _ => ?_
  unfold correlation
  rw [← sum_sub_distrib, mul_sum]
  exact sum_congr rfl fun σ _ => by ring
```

## Equal distributions have equal interactions

Suppose $p_J=p_K$. The left side of the log-probability identity is then zero, so for every $\sigma$

$$\sum_{R\in F}(J_R-K_R)\,\Phi_R(\sigma)=-c .$$

Choose $S\in F$, multiply by $\Phi_S(\sigma)$ and sum over $\sigma$. By orthogonality the left side becomes $2^N(J_S-K_S)$. The right side becomes $-c\sum_\sigma\Phi_S(\sigma)$, which is zero because $S\neq\emptyset$ makes $\Phi_S$ orthogonal to $\Phi_\emptyset=1$. Hence $J_S=K_S$.

The hypothesis `hF : ∅ ∉ F` says that every cluster in the family is nonempty, and it is used at this point. The displayed equation is `hd`, the vanishing sum is `h0`, and the projection is `h1`.

```lean
/-- At positive temperature, the Boltzmann distribution determines the interactions of a family
of nonempty clusters. -/
theorem interactions_eq_of_boltzmann_eq (hF : ∅ ∉ F) (hT : 0 < T)
    (hp : boltzmann F J T = boltzmann F K T) : ∀ S ∈ F, J S = K S := by
  intro S hS
  obtain ⟨c, hc⟩ := log_boltzmann_sub (F := F) (J := J) (K := K) hT
  -- the two energies differ by a constant
  have hd : ∀ σ, ∑ R ∈ F, (J R - K R) * cluster R σ = -c := by
    intro σ
    have h := hc σ
    rw [hp, sub_self, mul_zero] at h
    linarith
  have hS0 : S ≠ ∅ := by
    rintro rfl
    exact hF hS
  have h0 : ∑ σ, cluster S σ = 0 := by
    have h := cluster_orthogonality S ∅
    rw [if_neg hS0] at h
    simpa only [cluster, prod_empty, mul_one] using h
  -- project the energy difference on the cluster function of `S`
  have h1 : ∑ σ, (∑ R ∈ F, (J R - K R) * cluster R σ) * cluster S σ =
      (J S - K S) * 2 ^ Fintype.card ι := by
    simp_rw [sum_mul, mul_assoc]
    rw [sum_comm]
    simp_rw [← mul_sum, cluster_orthogonality]
    simp [hS]
  simp_rw [hd] at h1
  rw [← mul_sum, h0, mul_zero] at h1
  rcases mul_eq_zero.mp h1.symm with h | h
  · exact sub_eq_zero.mp h
  · exact absurd h (pow_ne_zero _ two_ne_zero)
```

## Interactions and correlations change together

Let $F$ again contain only nonempty clusters, and suppose that $J$ and $K$ differ on at least one of them. By the previous result, $p_J(\tau)\neq p_K(\tau)$ for some configuration $\tau$. The logarithm is strictly increasing, so

$$(p_J-p_K)(\ln p_J-\ln p_K)$$

is positive wherever the probabilities differ and zero wherever they agree. Its sum is positive, and with $T>0$ the entropy identity gives

$$\sum_{S\in F}(J_S-K_S)\big(\langle\Phi_S\rangle_J-\langle\Phi_S\rangle_K\big)>0 .$$

In particular, if only one interaction $J_S$ is raised, the correlation of that same cluster rises strictly. The proof obtains $\tau$ by contradiction, shows positivity in `hpos` by treating the two orderings of the probabilities separately, and adds the terms with `sum_pos'`.

```lean
/-- At positive temperature, if two interaction vectors differ on a family of nonempty clusters,
the sum of interaction difference times correlation difference is positive. -/
theorem correlation_strictly_monotone (hF : ∅ ∉ F) (hT : 0 < T) (hne : ∃ S ∈ F, J S ≠ K S) :
    0 < ∑ S ∈ F, (J S - K S) * (correlation F J T S - correlation F K T S) := by
  obtain ⟨S, hS, hJK⟩ := hne
  obtain ⟨τ, hτ⟩ : ∃ σ, boltzmann F J T σ ≠ boltzmann F K T σ := by
    by_contra hc
    exact hJK (interactions_eq_of_boltzmann_eq hF hT
      (funext fun σ => not_not.mp fun h => hc ⟨σ, h⟩) S hS)
  -- the logarithm is strictly increasing
  have hpos : ∀ σ, boltzmann F J T σ ≠ boltzmann F K T σ →
      0 < (boltzmann F J T σ - boltzmann F K T σ) *
        (Real.log (boltzmann F J T σ) - Real.log (boltzmann F K T σ)) := by
    intro σ h
    rcases lt_or_gt_of_ne h with h | h
    · exact mul_pos_of_neg_of_neg (sub_neg.mpr h)
        (sub_neg.mpr (Real.log_lt_log (boltzmann_pos F J T σ) h))
    · exact mul_pos (sub_pos.mpr h)
        (sub_pos.mpr (Real.log_lt_log (boltzmann_pos F K T σ) h))
  rw [← symmetrised_relative_entropy hT]
  refine mul_pos hT (sum_pos' (fun σ _ => ?_) ⟨τ, mem_univ τ, hpos τ hτ⟩)
  by_cases h : boltzmann F J T σ = boltzmann F K T σ
  · simp [h]
  · exact (hpos σ h).le
```

## Equal correlations have equal interactions

Let $\langle\Phi_S\rangle_J=\langle\Phi_S\rangle_K$ for every $S\in F$. Every term in the last sum is then zero. If $J$ and $K$ differed on some cluster of $F$, the sum would also be positive, which is impossible. Therefore $J_S=K_S$ for all $S\in F$.

In words, the theorem takes a family without the empty cluster (`hF`), a positive temperature common to both models (`hT`), and equal correlations on the whole family (`hcorr`). It concludes that the interactions agree on the family. Values of `J` and `K` elsewhere are not compared, since they do not affect the energy.

The statement is about uniqueness. It gives no interactions for a prescribed set of correlations, and no bound on how an error in the correlations spreads to the interactions. Identifying the fitted values with those of a real alloy rests on further assumptions. The data are taken to be equilibrium averages at the temperature $T$ over all configurations of the finite cell, so that the composition can vary. The alloy's configurational energy is taken to be, up to a constant, a cluster expansion on $F$, with no interaction from a cluster left out. If a chemical-potential difference controls the composition, it enters through the single-site interactions, and the single-site clusters then belong to $F$.

```lean
/-- At positive temperature, two interaction vectors on a family of nonempty clusters that give
the same correlation for every cluster of the family are equal on the family. -/
theorem interactions_eq_of_correlations_eq (hF : ∅ ∉ F) (hT : 0 < T)
    (hcorr : ∀ S ∈ F, correlation F J T S = correlation F K T S) : ∀ S ∈ F, J S = K S := by
  intro S hS
  by_contra hne
  have h := correlation_strictly_monotone hF hT ⟨S, hS, hne⟩
  exact h.ne' (sum_eq_zero fun R hR => by rw [hcorr R hR, sub_self, mul_zero])

end

end ClusterCorrelations
```

```lean
#print axioms ClusterCorrelations.correlation_empty
#print axioms ClusterCorrelations.interactions_eq_of_correlations_eq
```

```
'ClusterCorrelations.correlation_empty' depends on axioms: [propext, Classical.choice, Quot.sound]
'ClusterCorrelations.interactions_eq_of_correlations_eq' depends on axioms: [propext, Classical.choice, Quot.sound]
```
